# Overlap of mass-weighted T2 displacements in a tetrahedral XY₄ molecule: with orthonormal patterns, the dot product of the coefficients for equal partners and zero for different ones

In a tetrahedral molecule with a central atom and four ligands, each partner (x, y or z) of a mass-weighted T2 displacement is built here from three patterns: the central atom moving along the partner's axis, the four ligands moving equally along that axis, and the ligands moving perpendicular to it. Each pattern has unit norm and the three are mutually orthogonal, so a displacement is given by three real coefficients, the same for all partners. The theorem `displacement_overlap` says that the overlap of two such displacements, summed over all atoms and Cartesian components, is the dot product of their coefficient vectors if they belong to the same partner, and zero otherwise. The coefficients are arbitrary and need not be normalised. The proof checks all nine pairs of partners, expands the sums with `simp`, and leaves the remaining algebra to `ring` or, where √2 · √2 = 2 is needed, to `linear_combination`.

The failing Lean file:

```lean
import Mathlib

open Matrix

namespace TetrahedralCoriolis

noncomputable section

/-- Signs of the Cartesian coordinates of the four ligands, on alternate corners of a cube. -/
def corner : Fin 4 → Fin 3 → ℝ :=
  ![![1, 1, 1], ![1, -1, -1], ![-1, 1, -1], ![-1, -1, 1]]

/-- Mass-weighted displacement (component `j`) of the central atom in partner `k` of the
T2 mode with coefficients `a`. -/
def centralDisp (a : Fin 3 → ℝ) (k j : Fin 3) : ℝ := if j = k then a 0 else 0

/-- Mass-weighted displacement (component `j`) of ligand `i` in partner `k` of the T2 mode `a`:
`a 1` multiplies the uniform ligand pattern and `a 2` the remaining one. -/
def ligandDisp (a : Fin 3 → ℝ) (i : Fin 4) (k j : Fin 3) : ℝ :=
  if j = k then a 1 / 2 else a 2 * √2 / 4 * (corner i k * corner i j)

lemma dot_three (a b : Fin 3 → ℝ) : a ⬝ᵥ b = a 0 * b 0 + a 1 * b 1 + a 2 * b 2 := by
  simp only [dotProduct, Fin.sum_univ_three]

/-- The overlap of the atomic displacements of two T2 modes is the dot product of their
coefficients for equal partners, and zero for different partners. -/
theorem displacement_overlap (a b : Fin 3 → ℝ) (k l : Fin 3) :
    ∑ j, centralDisp a k j * centralDisp b l j +
      ∑ i, ∑ j, ligandDisp a i k j * ligandDisp b i l j = if k = l then a ⬝ᵥ b else 0 := by
  have hs : √2 * √2 = (2 : ℝ) := Real.mul_self_sqrt (by norm_num)
  rw [dot_three]
  fin_cases k <;> fin_cases l <;>
    simp [centralDisp, ligandDisp, corner, Fin.sum_univ_three, Fin.sum_univ_four] <;>
    first
      | ring
      | linear_combination (a 2 * b 2 / 2) * hs

end

end TetrahedralCoriolis
```

The error:

```
Try this:
  [apply] ring_nf
  
  The `ring` tactic failed to close the goal. Use `ring_nf` to obtain a normal form.
    
  Note that `ring` works primarily in *commutative* rings. If you have a noncommutative ring, abelian group or module, consider using `noncomm_ring`, `abel` or `module` instead.
Try this:
  [apply] ring_nf
  
  The `ring` tactic failed to close the goal. Use `ring_nf` to obtain a normal form.
    
  Note that `ring` works primarily in *commutative* rings. If you have a noncommutative ring, abelian group or module, consider using `noncomm_ring`, `abel` or `module` instead.
Try this:
  [apply] ring_nf
  
  The `ring` tactic failed to close the goal. Use `ring_nf` to obtain a normal form.
    
  Note that `ring` works primarily in *commutative* rings. If you have a noncommutative ring, abelian group or module, consider using `noncomm_ring`, `abel` or `module` instead.
Main.lean:29:89: error: unsolved goals
case «0».«0»
a b : Fin 3 → ℝ
hs : √2 * √2 = 2
⊢ a 0 * b 0 + a 1 * b 1 + a 2 * √2 ^ 2 * b 2 * (1 / 2) = a 0 * b 0 + a 1 * b 1 + a 2 * b 2

case «1».«1»
a b : Fin 3 → ℝ
hs : √2 * √2 = 2
⊢ a 0 * b 0 + a 2 * √2 ^ 2 * b 2 * (1 / 2) + a 1 * b 1 = a 0 * b 0 + a 2 * b 2 + a 1 * b 1

case «2».«2»
a b : Fin 3 → ℝ
hs : √2 * √2 = 2
⊢ a 0 * b 0 + a 2 * √2 ^ 2 * b 2 * (1 / 2) + a 1 * b 1 = a 0 * b 0 + a 2 * b 2 + a 1 * b 1
```

The three unsolved goals are the cases of equal partners. Each still contains `√2 ^ 2`, and needs the fact `hs` that √2 · √2 = 2. `ring` doesn't use hypotheses, so it can't close them.

The `linear_combination` line was there for these cases, but it never ran. `first` moves to its next alternative only when the current one fails, and `ring` doesn't fail here: when it can't prove the equation, it falls back to `ring_nf`, which rewrites the goal and leaves it open. That is what the three "Try this" messages report. `first` counted this as success, and the rewritten goals were left over as the error.

The diff replaces `ring` with `ring1`, which has no such fallback and fails unless it closes the goal. In the three equal-partner cases `first` therefore goes on to `linear_combination`, which adds `hs` multiplied by `a 2 * b 2 / 2` and so accounts for exactly the missing step.

Lean accepts the file once it reads:

```diff
@@ -33,5 +33,5 @@
     simp [centralDisp, ligandDisp, corner, Fin.sum_univ_three, Fin.sum_univ_four] <;>
     first
-      | ring
+      | ring1
       | linear_combination (a 2 * b 2 / 2) * hs
 
```
